# Along a smooth descent direction, bisection reaches a Wolfe step once the right end fails Armijo

Let $\varphi(t)$ be the energy at step length $t$ along a fixed search direction, with continuous derivative $\varphi'$ and $\varphi'(0)<0$. For constants $c_1<c_2<1$, the two Wolfe conditions are

$$\varphi(t)\le\varphi(0)+c_1t\,\varphi'(0)\quad\text{(Armijo)},\qquad \varphi'(t)\ge c_2\varphi'(0)\quad\text{(curvature)}.$$

I start from the bracket $(0,b)$, where $b>0$ fails Armijo. A midpoint that fails Armijo becomes the right end. One that passes Armijo but fails the curvature condition becomes the left end. One that passes both is accepted. I believe that this always stops after finitely many midpoints. Can that be made rigorous and machine-checked, ideally with a bound on the number of midpoints?

## A shrinking bracket that keeps a finite slope difference

Yes. Write $(a_n,b_n)$ for the bracket after $n$ steps, with $(a_0,b_0)=(0,b)$, and $m_n=(a_n+b_n)/2$ for its midpoint. Every bracket satisfies $a_n<b_n$ and

$$\varphi(a_n)\le\varphi(0)+c_1a_n\varphi'(0),\qquad \varphi'(a_n)<c_2\varphi'(0),\qquad \varphi(b_n)>\varphi(0)+c_1b_n\varphi'(0).$$

At $n=0$ the first relation is an equality, the second holds because $c_2<1$ and $\varphi'(0)<0$, and the third is the assumption on $b$. The update rule preserves all three: a midpoint moves to the right end only if it fails Armijo, and to the left end only if it passes Armijo and is too steep. The brackets are nested, so they stay in $[0,b]$.

Subtracting the first relation from the third gives

$$\varphi(b_n)-\varphi(a_n)>c_1(b_n-a_n)\varphi'(0).$$

By the mean value theorem there is a $\xi\in(a_n,b_n)$ with $\varphi'(\xi)>c_1\varphi'(0)$. Combined with the steepness at $a_n$,

$$\varphi'(\xi)-\varphi'(a_n)>(c_1-c_2)\varphi'(0)=(c_2-c_1)|\varphi'(0)|=:\varepsilon>0.$$

The slope therefore rises by more than $\varepsilon$ inside every bracket, however narrow.

Each rejected midpoint halves the width, so if $m_0,\dots,m_{n-1}$ are all rejected, then $b_n-a_n=b/2^n$. Since $\varphi'$ is uniformly continuous on $[0,b]$, there is a $\delta>0$ such that slopes at points closer than $\delta$ differ by less than $\varepsilon$. Choosing $n$ with $b/2^n<\delta$ contradicts the slope difference just found. Hence some $m_k$ with $k<n$ is accepted, and $0\le a_k<m_k<b_k\le b$ places it strictly inside $(0,b)$.

If $\varphi'$ is Lipschitz on $[0,b]$ with constant $L$, the slope varies by at most $Lb/2^n$ over the final bracket. One of the first $n$ midpoints is then accepted as soon as

$$2^n\ge\frac{Lb}{(c_2-c_1)|\varphi'(0)|}.$$

Here is the Lean file.

```lean
import Mathlib

open Set

namespace WolfeBisection

noncomputable section

/-- Armijo condition at step length `t`: the energy `φ` has dropped by at least the
fraction `c₁` of the decrease predicted by the initial slope. -/
def Armijo (φ φ' : ℝ → ℝ) (c₁ t : ℝ) : Prop := φ t ≤ φ 0 + c₁ * t * φ' 0

/-- Curvature condition at step length `t`: the slope is at least `c₂` times the initial slope. -/
def Curvature (φ' : ℝ → ℝ) (c₂ t : ℝ) : Prop := c₂ * φ' 0 ≤ φ' t

/-- The two Wolfe conditions together. -/
def Wolfe (φ φ' : ℝ → ℝ) (c₁ c₂ t : ℝ) : Prop := Armijo φ φ' c₁ t ∧ Curvature φ' c₂ t

/-- Midpoint of a bracket. -/
def mid (p : ℝ × ℝ) : ℝ := (p.1 + p.2) / 2

open scoped Classical in
/-- One bisection step: a midpoint failing Armijo becomes the right end, one passing Armijo
but failing the curvature condition becomes the left end, and an accepted one changes nothing. -/
def step (φ φ' : ℝ → ℝ) (c₁ c₂ : ℝ) (p : ℝ × ℝ) : ℝ × ℝ :=
  if Armijo φ φ' c₁ (mid p) then
    (if Curvature φ' c₂ (mid p) then p else (mid p, p.2))
  else (p.1, mid p)

/-- The bracket after `n` bisection steps, starting from `(0, b)`. -/
def bracket (φ φ' : ℝ → ℝ) (c₁ c₂ b : ℝ) : ℕ → ℝ × ℝ
  | 0 => (0, b)
  | n + 1 => step φ φ' c₁ c₂ (bracket φ φ' c₁ c₂ b n)

/-- The bracket invariant: the left end passes Armijo but is still too steep, and the
right end fails Armijo. -/
structure Straddles (φ φ' : ℝ → ℝ) (c₁ c₂ : ℝ) (p : ℝ × ℝ) : Prop where
  lt : p.1 < p.2
  armijo_left : Armijo φ φ' c₁ p.1
  steep_left : φ' p.1 < c₂ * φ' 0
  fails_right : ¬ Armijo φ φ' c₁ p.2

variable {φ φ' : ℝ → ℝ} {c₁ c₂ b : ℝ}

/-- A bisection step preserves the bracket invariant and never leaves the old bracket. -/
theorem straddles_step {p : ℝ × ℝ} (h : Straddles φ φ' c₁ c₂ p) :
    Straddles φ φ' c₁ c₂ (step φ φ' c₁ c₂ p) ∧
      p.1 ≤ (step φ φ' c₁ c₂ p).1 ∧ (step φ φ' c₁ c₂ p).2 ≤ p.2 := by
  have h1 : p.1 < mid p := by unfold mid; linarith [h.lt]
  have h2 : mid p < p.2 := by unfold mid; linarith [h.lt]
  unfold step
  by_cases hA : Armijo φ φ' c₁ (mid p)
  · by_cases hC : Curvature φ' c₂ (mid p)
    · rw [if_pos hA, if_pos hC]
      exact ⟨h, le_rfl, le_rfl⟩
    · rw [if_pos hA, if_neg hC]
      exact ⟨⟨h2, hA, not_le.mp hC, h.fails_right⟩, h1.le, le_rfl⟩
  · rw [if_neg hA]
    exact ⟨⟨h1, h.armijo_left, h.steep_left, hA⟩, le_rfl, h2.le⟩

/-- A midpoint that violates a Wolfe condition halves the width of the bracket. -/
theorem step_width {p : ℝ × ℝ} (hW : ¬ Wolfe φ φ' c₁ c₂ (mid p)) :
    (step φ φ' c₁ c₂ p).2 - (step φ φ' c₁ c₂ p).1 = (p.2 - p.1) / 2 := by
  unfold step
  by_cases hA : Armijo φ φ' c₁ (mid p)
  · by_cases hC : Curvature φ' c₂ (mid p)
    · exact (hW ⟨hA, hC⟩).elim
    · rw [if_pos hA, if_neg hC]
      simp only [mid]
      ring
  · rw [if_neg hA]
    simp only [mid]
    ring

/-- For negative initial slope, `c₂ < 1` and a point `b > 0` failing Armijo, every bracket produced
from `(0, b)` satisfies the invariant and lies in `[0, b]`. -/
theorem bracket_invariant (h0 : φ' 0 < 0) (hc2 : c₂ < 1) (hb : 0 < b)
    (hfail : ¬ Armijo φ φ' c₁ b) (n : ℕ) :
    Straddles φ φ' c₁ c₂ (bracket φ φ' c₁ c₂ b n) ∧
      0 ≤ (bracket φ φ' c₁ c₂ b n).1 ∧ (bracket φ φ' c₁ c₂ b n).2 ≤ b := by
  induction n with
  | zero =>
    have hs : φ' 0 < c₂ * φ' 0 := by nlinarith
    exact ⟨⟨hb, by simp [Armijo, bracket], hs, hfail⟩, le_rfl, le_rfl⟩
  | succ n ih =>
    obtain ⟨hS, hl, hr⟩ := ih
    obtain ⟨hS', hl', hr'⟩ := straddles_step hS
    exact ⟨hS', hl.trans hl', hr'.trans hr⟩

/-- Inside a bracket obeying the invariant, the slope somewhere exceeds its value at the
left end by more than `(c₂ - c₁) |φ'(0)|`, written for negative initial slope. -/
theorem slope_gap (hφ : ∀ t, HasDerivAt φ (φ' t) t) {p : ℝ × ℝ}
    (h : Straddles φ φ' c₁ c₂ p) :
    ∃ ξ ∈ Ioo p.1 p.2, (c₂ - c₁) * (-φ' 0) < φ' ξ - φ' p.1 := by
  -- the mean slope over the bracket is larger than the Armijo slope
  obtain ⟨ξ, hξ, he⟩ := exists_hasDerivAt_eq_slope φ φ' h.lt
    (fun x _ => (hφ x).continuousAt.continuousWithinAt) (fun x _ => hφ x)
  have hl : φ p.1 ≤ φ 0 + c₁ * p.1 * φ' 0 := h.armijo_left
  have hr : φ 0 + c₁ * p.2 * φ' 0 < φ p.2 := not_le.mp h.fails_right
  have hs : c₁ * φ' 0 < φ' ξ := by
    rw [he, lt_div_iff₀ (sub_pos.mpr h.lt)]
    linarith
  exact ⟨ξ, hξ, by linarith [h.steep_left]⟩

/-- Let `φ` have derivative `φ'` with negative initial slope, let `c₂ < 1`, and let `b > 0` fail
Armijo. If the slope rises by at most `(c₂ - c₁) |φ'(0)|` between points of `[0, b]` at distance up
to `b / 2 ^ n`, then one of the first `n` midpoints satisfies both Wolfe conditions. -/
theorem wolfe_within (hφ : ∀ t, HasDerivAt φ (φ' t) t) (h0 : φ' 0 < 0) (hc2 : c₂ < 1)
    (hb : 0 < b) (hfail : ¬ Armijo φ φ' c₁ b) (n : ℕ)
    (hmod : ∀ x ∈ Icc 0 b, ∀ y ∈ Icc 0 b, |x - y| ≤ b / 2 ^ n →
      φ' x - φ' y ≤ (c₂ - c₁) * (-φ' 0)) :
    ∃ k < n, Wolfe φ φ' c₁ c₂ (mid (bracket φ φ' c₁ c₂ b k)) := by
  by_contra hno
  -- without acceptance the width is halved n times
  have hw : ∀ k, k ≤ n →
      (bracket φ φ' c₁ c₂ b k).2 - (bracket φ φ' c₁ c₂ b k).1 = b / 2 ^ k := by
    intro k
    induction k with
    | zero => intro _; simp [bracket]
    | succ k ih =>
      intro hk
      have hW : ¬ Wolfe φ φ' c₁ c₂ (mid (bracket φ φ' c₁ c₂ b k)) :=
        fun h => hno ⟨k, by omega, h⟩
      have hs := step_width hW
      rw [ih (by omega), div_div, ← pow_succ] at hs
      exact hs
  obtain ⟨hS, hl, hr⟩ := bracket_invariant h0 hc2 hb hfail n
  obtain ⟨ξ, ⟨hξ1, hξ2⟩, hgap⟩ := slope_gap hφ hS
  have hwn := hw n le_rfl
  have hle := hmod ξ ⟨by linarith, by linarith⟩ _ ⟨hl, by linarith [hS.lt]⟩
    (by rw [abs_of_pos (sub_pos.mpr hξ1)]; linarith)
  linarith

/-- Termination of Wolfe bisection: for a continuously differentiable `φ` with negative initial
slope and `c₁ < c₂ < 1`, bisection from `0` and a point `b > 0` failing Armijo produces, after
finitely many steps, a midpoint in `(0, b)` satisfying both Wolfe conditions. -/
theorem bisection_terminates (hφ : ∀ t, HasDerivAt φ (φ' t) t) (hcont : Continuous φ')
    (h0 : φ' 0 < 0) (hc : c₁ < c₂) (hc2 : c₂ < 1) (hb : 0 < b)
    (hfail : ¬ Armijo φ φ' c₁ b) :
    ∃ n, mid (bracket φ φ' c₁ c₂ b n) ∈ Ioo 0 b ∧
      Wolfe φ φ' c₁ c₂ (mid (bracket φ φ' c₁ c₂ b n)) := by
  have hε : 0 < (c₂ - c₁) * (-φ' 0) := mul_pos (by linarith) (by linarith)
  -- uniform continuity of the slope on the initial bracket
  have huc := (isCompact_Icc (a := (0 : ℝ)) (b := b)).uniformContinuousOn_of_continuous
    hcont.continuousOn
  obtain ⟨δ, hδ, hmod⟩ := Metric.uniformContinuousOn_iff.mp huc _ hε
  obtain ⟨n, hn⟩ := exists_pow_lt_of_lt_one (div_pos hδ hb) (by norm_num : (1 / 2 : ℝ) < 1)
  rw [lt_div_iff₀ hb] at hn
  have he : b / 2 ^ n = (1 / 2 : ℝ) ^ n * b := by
    rw [one_div, inv_pow, div_eq_mul_inv, mul_comm]
  obtain ⟨k, -, hk⟩ := wolfe_within (c₂ := c₂) hφ h0 hc2 hb hfail n (by
    intro x hx y hy hxy
    have h := hmod x hx y hy (by rw [Real.dist_eq]; linarith)
    rw [Real.dist_eq] at h
    exact (le_abs_self _).trans h.le)
  obtain ⟨hS, hl, hr⟩ := bracket_invariant (c₂ := c₂) h0 hc2 hb hfail k
  have hlt := hS.lt
  exact ⟨k, ⟨by unfold mid; linarith, by unfold mid; linarith⟩, hk⟩

/-- Iteration bound, for negative initial slope, `c₂ < 1` and a point `b > 0` failing Armijo: if the
slope is `L`-Lipschitz on `[0, b]` and `L b ≤ 2 ^ n (c₂ - c₁) |φ'(0)|`, one of the first `n`
midpoints satisfies both Wolfe conditions. -/
theorem lipschitz_iteration_bound {L : ℝ} (hφ : ∀ t, HasDerivAt φ (φ' t) t)
    (h0 : φ' 0 < 0) (hc2 : c₂ < 1) (hb : 0 < b) (hfail : ¬ Armijo φ φ' c₁ b)
    (hL : ∀ x ∈ Icc 0 b, ∀ y ∈ Icc 0 b, |φ' x - φ' y| ≤ L * |x - y|) (n : ℕ)
    (hn : L * b ≤ 2 ^ n * ((c₂ - c₁) * |φ' 0|)) :
    ∃ k < n, Wolfe φ φ' c₁ c₂ (mid (bracket φ φ' c₁ c₂ b k)) := by
  have hL0 : 0 ≤ L := by
    have h := (abs_nonneg _).trans (hL b ⟨hb.le, le_rfl⟩ 0 ⟨le_rfl, hb.le⟩)
    rw [sub_zero, abs_of_pos hb] at h
    by_contra hneg
    linarith [mul_neg_of_neg_of_pos (not_le.mp hneg) hb]
  rw [abs_of_neg h0] at hn
  refine wolfe_within hφ h0 hc2 hb hfail n fun x hx y hy hxy => ?_
  calc φ' x - φ' y ≤ L * |x - y| := (le_abs_self _).trans (hL x hx y hy)
    _ ≤ L * (b / 2 ^ n) := mul_le_mul_of_nonneg_left hxy hL0
    _ = L * b / 2 ^ n := by ring
    _ ≤ (c₂ - c₁) * (-φ' 0) := by
      rw [div_le_iff₀ (by positivity)]
      linarith

/-- For `φ(t) = t² - 2t`, `c₁ = 1/4`, `c₂ = 1/2` and `b = 4`, the first midpoint is rejected
and the second satisfies both Wolfe conditions. -/
theorem quadratic_run :
    ¬ Wolfe (fun t => t ^ 2 - 2 * t) (fun t => 2 * t - 2) (1 / 4) (1 / 2)
        (mid (bracket (fun t => t ^ 2 - 2 * t) (fun t => 2 * t - 2) (1 / 4) (1 / 2) 4 0)) ∧
      Wolfe (fun t => t ^ 2 - 2 * t) (fun t => 2 * t - 2) (1 / 4) (1 / 2)
        (mid (bracket (fun t => t ^ 2 - 2 * t) (fun t => 2 * t - 2) (1 / 4) (1 / 2) 4 1)) := by
  have h0 : ¬ Armijo (fun t => t ^ 2 - 2 * t) (fun t => 2 * t - 2) (1 / 4) (mid (0, 4)) := by
    norm_num [Armijo, mid]
  have h1 : bracket (fun t => t ^ 2 - 2 * t) (fun t => 2 * t - 2) (1 / 4) (1 / 2) 4 1
      = (0, mid (0, 4)) := by
    have hs : step (fun t => t ^ 2 - 2 * t) (fun t => 2 * t - 2) (1 / 4) (1 / 2) (0, 4)
        = (0, mid (0, 4)) := by
      unfold step
      exact if_neg h0
    exact hs
  refine ⟨fun h => h0 h.1, ?_⟩
  rw [h1]
  norm_num [Wolfe, Armijo, Curvature, mid]

/-- With the constants in the wrong order, `c₁ = 3/4` and `c₂ = 1/4`, no step length satisfies
both Wolfe conditions for `φ(t) = t² - 2t`. -/
theorem no_wolfe_point_wrong_order (t : ℝ) :
    ¬ Wolfe (fun t => t ^ 2 - 2 * t) (fun t => 2 * t - 2) (3 / 4) (1 / 4) t := by
  rintro ⟨hA, hC⟩
  have hA' : t ^ 2 - 2 * t ≤ ((0 : ℝ) ^ 2 - 2 * 0) + 3 / 4 * t * (2 * 0 - 2) := hA
  have hC' : 1 / 4 * (2 * (0 : ℝ) - 2) ≤ 2 * t - 2 := hC
  nlinarith

end

end WolfeBisection
```

```lean
#print axioms WolfeBisection.bisection_terminates
-- 'WolfeBisection.bisection_terminates' depends on axioms: [propext, Classical.choice, Quot.sound]
#print axioms WolfeBisection.lipschitz_iteration_bound
-- 'WolfeBisection.lipschitz_iteration_bound' depends on axioms: [propext, Classical.choice, Quot.sound]
#print axioms WolfeBisection.quadratic_run
-- 'WolfeBisection.quadratic_run' depends on axioms: [propext, Classical.choice, Quot.sound]
#print axioms WolfeBisection.no_wolfe_point_wrong_order
-- 'WolfeBisection.no_wolfe_point_wrong_order' depends on axioms: [propext, Classical.choice, Quot.sound]
```

## What the Lean theorems say about the line search

`bisection_terminates` states that for some `n` the midpoint of `bracket φ φ' c₁ c₂ b n` lies in `Ioo 0 b`, the open interval, and satisfies `Wolfe`. The index starts at zero, so `n = 0` means that the first midpoint is accepted.

The energy and its slope are two real functions, tied together by `hφ`, which says that `φ' t` is the derivative of `φ` at every real `t`; `hcont` makes the slope continuous. Both are assumed on the whole line, although the argument by hand only needs $[0,b]$. A bracket is a pair of reals, and `step` leaves it unchanged once its midpoint is accepted.

The hypotheses have direct meanings:

- `h0` says that the search direction is a descent direction.
- `c₁` is the fraction of the linearly predicted energy decrease that a step must achieve. Its positivity is not needed here.
- `c₂` is the fraction of the initial steepness that may remain at the accepted point.
- `hfail` says that the trial step `b` is too long for Armijo. Finding such a `b` is a separate task, which the theorem takes as done.

`lipschitz_iteration_bound` gives the bound above, with the Lipschitz condition required only on $[0,b]$.

The curvature condition is the one-sided one, so an accepted point may have a large positive slope. Energies and slopes are exact real numbers, without rounding or self-consistency noise. Within this exact, one-dimensional model, the result bears on quasi-Newton geometry optimisation: an accepted step has a positive product of displacement and gradient change, which a BFGS update needs to keep its Hessian approximation positive definite.

Two theorems treat $\varphi(t)=t^2-2t$. In `quadratic_run`, with $c_1=1/4$, $c_2=1/2$ and $b=4$, the midpoint $2$ fails Armijo because $0>-1$, and the next midpoint, $1$, passes both tests. In `no_wolfe_point_wrong_order`, with $c_1=3/4$ and $c_2=1/4$, Armijo requires $0\le t\le 1/2$ while the curvature condition requires $t\ge 3/4$, so no step length satisfies both.

## How the proof follows the argument

`Straddles` collects the bracket relations. `straddles_step` proves that they survive an update by splitting into the three outcomes of the midpoint test, and `bracket_invariant` extends this to all `n` by induction. `step_width` is the halving of the width after a rejection.

`slope_gap` applies the mean value theorem through `exists_hasDerivAt_eq_slope`. It multiplies out the positive width to obtain $c_1\varphi'(0)<\varphi'(\xi)$, and `linarith` combines this with the steepness at the left end.

`wolfe_within` carries the contradiction. It assumes that none of the first `n` midpoints is accepted, derives the width $b/2^n$ by induction, and compares `slope_gap` with the hypothesis `hmod`, which limits the rise of the slope over that distance.

The two main results both apply `wolfe_within` and supply `hmod` in different ways. `bisection_terminates` takes $\delta$ from uniform continuity on the compact interval and finds `n` from the decay of $(1/2)^n$; it then uses `bracket_invariant` once more to place the accepted midpoint in $(0,b)$. `lipschitz_iteration_bound` uses the chain of inequalities in its `calc` block, after checking that $L\ge0$.

For the examples, `norm_num` evaluates the conditions at the two midpoints, and `nlinarith` derives the contradiction between the incompatible ranges of $t$.
